# Nearest-neighbour exciton rings with J > 0: the lowest energy is w − 2J for even N and about π²J/N² higher for large odd N

One exciton hops between neighbouring sites of a ring of \(N\) identical sites with site energy \(w\). On a ring of two sites, the next site and the previous site are the same one, so a model must say whether that site is coupled once or twice. The definition below counts hops: one forward and one backward, each with amplitude \(J\). Two sites are then coupled by \(2J\), and a single site hops onto itself. With this convention the energy formulas hold for every \(N\ge 1\), though the model is an ordinary ring only for \(N\ge 3\).

A matrix with \(w\) on the diagonal and entry \(J\) between distinct neighbours would be the other natural model. It agrees for \(N\ge 3\), but for \(J>0\) its lowest energy is \(w-J\) at \(N=2\) and \(w\) at \(N=1\), so the energy formulas would need a size condition.

## The ring and its energies

In Lean 4 with Mathlib:

```lean
import Mathlib

open Filter Topology
open scoped Real

namespace ExcitonRing

noncomputable section

local notation "χ" => ZMod.stdAddChar
```

The symbol `χ` is the Bloch phase factor, \(\chi(k)=e^{2\pi i k/N}\).

```lean
/-- The one-exciton Hamiltonian of a ring of `N` sites with site energy `w`: each site is coupled
by `J` to the next and to the previous site (two distinct neighbours when `N ≥ 3`). -/
def ringHamiltonian {N : ℕ} (w J : ℝ) (ψ : ZMod N → ℂ) : ZMod N → ℂ :=
  fun n => w * ψ n + J * (ψ (n + 1) + ψ (n - 1))
```

Sites are labelled by `ZMod N`, the integers modulo \(N\), which closes the ring. A state `ψ` gives each site a complex amplitude, and

\[(H\psi)(n)=w\,\psi(n)+J\,[\psi(n+1)+\psi(n-1)].\]

The model has one exciton, identical sites and no vibrations, disorder or longer-range coupling. The theorems on the lowest energy assume \(J>0\), as for parallel transition dipoles perpendicular to the plane of the ring; neighbouring amplitudes then prefer opposite signs.

```lean
/-- The exciton energies: real numbers `E` for which `H ψ = E ψ` has a nonzero solution. -/
def energies (N : ℕ) (w J : ℝ) : Set ℝ :=
  {E | ∃ ψ : ZMod N → ℂ, ψ ≠ 0 ∧ ∀ n, ringHamiltonian w J ψ n = E * ψ n}
```

This is the set of real \(E\) for which \(H\psi=E\psi\) has a nonzero solution. It does not record degeneracies.

```lean
/-- The infimum of the exciton energies, measured from `w - 2J`; for `J > 0` this is the finite-size
error of the lowest energy. -/
def finiteSizeError (N : ℕ) (w J : ℝ) : ℝ := sInf (energies N w J) - (w - 2 * J)
```

The error \(\Delta_N\) is the infimum (`sInf`) of the energies minus \(w-2J\). For \(J>0\), \(w-2J\) is the band bottom of the infinite chain.

## Plane waves give the whole spectrum

```lean
/-- The Bloch phases of a forward and a backward hop add up to `2 cos (2πk/N)`. -/
theorem phase_sum (N : ℕ) [NeZero N] (k : ℕ) :
    χ (k : ZMod N) + χ (-(k : ZMod N)) = ((2 * Real.cos (2 * π * k / N) : ℝ) : ℂ) := by
  have h := ZMod.stdAddChar_coe (N := N) (k : ℤ)
  have h' := ZMod.stdAddChar_coe (N := N) (-(k : ℤ))
  push_cast at h h'
  rw [h, h']
  push_cast
  rw [Complex.two_cos]
  congr 2 <;> ring
```

With \(\theta=2\pi k/N\), this is \(e^{i\theta}+e^{-i\theta}=2\cos\theta\). The condition `[NeZero N]` says \(N\neq 0\).

```lean
/-- Translating an exciton state by `a` sites multiplies its Fourier components by phases. -/
theorem fourier_shift {N : ℕ} [NeZero N] (ψ : ZMod N → ℂ) (q a : ZMod N) :
    ∑ j, χ (-(j * q)) * ψ (j + a) = χ (a * q) * ∑ j, χ (-(j * q)) * ψ j := by
  have h := Equiv.sum_comp (Equiv.addRight a) (fun j => χ (-(j * q)) * ψ j)
  simp only [Equiv.coe_addRight] at h
  rw [← h, Finset.mul_sum]
  refine Finset.sum_congr rfl fun j _ => ?_
  have e : -(j * q) = a * q + -((j + a) * q) := by ring
  rw [e, AddChar.map_add_eq_mul, mul_assoc]
```

Since \(-jq=aq-(j+a)q\), relabelling \(j+a\to j\) gives

\[\sum_j\chi(-jq)\,\psi(j+a)=\chi(aq)\sum_j\chi(-jq)\,\psi(j).\]

`Equiv.sum_comp` does the relabelling.

```lean
/-- The exciton energies are exactly `w + 2J cos (2πk/N)` with `k = 0, …, N - 1`. -/
theorem mem_energies_iff (N : ℕ) [NeZero N] (w J E : ℝ) :
    E ∈ energies N w J ↔ ∃ k : ℕ, k < N ∧ E = w + 2 * J * Real.cos (2 * π * k / N) := by
  constructor
  · rintro ⟨ψ, hψ, hE⟩
    -- some Fourier component F of the eigenvector is nonzero
    have hD : ZMod.dft ψ ≠ 0 := fun h => hψ ((LinearEquiv.map_eq_zero_iff _).mp h)
    obtain ⟨q, hq⟩ := Function.ne_iff.mp hD
    rw [ZMod.dft_apply] at hq
    simp only [smul_eq_mul, Pi.zero_apply] at hq
    have hp := fourier_shift ψ q 1
    have hm := fourier_shift ψ q (-1)
    simp only [one_mul] at hp
    simp only [neg_one_mul, ← sub_eq_add_neg] at hm
    obtain ⟨F, hF⟩ : ∃ F : ℂ, F = ∑ j, χ (-(j * q)) * ψ j := ⟨_, rfl⟩
    rw [← hF] at hq hp hm
    -- the eigenvalue equation for that component
    have hs : (E : ℂ) * F = w * F + J * (χ q * F + χ (-q) * F) := by
      rw [← hp, ← hm, hF, Finset.mul_sum, Finset.mul_sum, ← Finset.sum_add_distrib,
        Finset.mul_sum, ← Finset.sum_add_distrib]
      refine Finset.sum_congr rfl fun j _ => ?_
      have hj := hE j
      simp only [ringHamiltonian] at hj
      linear_combination (-χ (-(j * q))) * hj
    have hph := phase_sum N q.val
    rw [ZMod.natCast_zmod_val] at hph
    refine ⟨q.val, ZMod.val_lt q, Complex.ofReal_injective (mul_right_cancel₀ hq ?_)⟩
    rw [hs]
    push_cast at hph ⊢
    linear_combination (J : ℂ) * F * hph
  · rintro ⟨k, _, rfl⟩
    -- the plane wave with wave number k is an eigenvector
    refine ⟨fun n => χ (n * (k : ZMod N)), fun h => ?_, fun n => ?_⟩
    · simpa using congrFun h 0
    · have hph := phase_sum N k
      simp only [ringHamiltonian]
      rw [add_mul, sub_mul, one_mul, sub_eq_add_neg, AddChar.map_add_eq_mul,
        AddChar.map_add_eq_mul]
      push_cast at hph ⊢
      linear_combination (J : ℂ) * χ (n * (k : ZMod N)) * hph
```

The symbol `↔` requires two directions. First, let \(\psi\neq0\) have energy \(E\). The discrete Fourier transform is injective, so some component \(F=\sum_j\chi(-jq)\psi(j)\) is nonzero. Multiplying the eigenvalue equation by \(\chi(-jq)\), summing over \(j\) and using the shift rule for \(a=\pm1\) gives

\[EF=wF+J[\chi(q)+\chi(-q)]F.\]

Cancelling \(F\) leaves \(E=w+2J\cos(2\pi k/N)\), where \(k\) is the representative `q.val` of \(q\) below \(N\).

Conversely, \(\psi(n)=\chi(nk)\) equals 1 at \(n=0\), so it is nonzero, and the two hops multiply it by \(\chi(k)\) and \(\chi(-k)\). The normalised state is \(\chi(nk)/\sqrt N\). The tactic `linear_combination` checks the algebra from the equations it is given.

## Even and odd rings

```lean
/-- For `J > 0` a ring with an even number of sites has lowest energy `w - 2J`. -/
theorem isLeast_even (N : ℕ) [NeZero N] (he : Even N) (w J : ℝ) (hJ : 0 < J) :
    IsLeast (energies N w J) (w - 2 * J) := by
  constructor
  · obtain ⟨m, hm⟩ := he
    have hpos := NeZero.pos N
    have hr : (N : ℝ) = m + m := by exact_mod_cast hm
    have h0 : (N : ℝ) ≠ 0 := Nat.cast_ne_zero.mpr (by omega)
    have hc : 2 * π * m / N = π := by
      rw [div_eq_iff h0, hr]
      ring
    refine (mem_energies_iff N w J _).mpr ⟨m, by omega, ?_⟩
    rw [hc, Real.cos_pi]
    ring
  · intro E hE
    obtain ⟨k, _, rfl⟩ := (mem_energies_iff N w J E).mp hE
    nlinarith [mul_le_mul_of_nonneg_left (Real.neg_one_le_cos (2 * π * k / N)) hJ.le]
```

`IsLeast` means that the value belongs to the set and that no member is smaller. For \(N=2m\), the choice \(k=m\) gives phase \(\pi\) and energy \(w-2J\). Nothing is lower, because \(\cos\theta\ge-1\) and \(J>0\).

```lean
/-- On an odd ring no allowed phase `2πk/N`, `k < N`, has a cosine below `-cos (π/N)`. -/
theorem neg_cos_le (N k : ℕ) (ho : Odd N) (hk : k < N) :
    -Real.cos (π / N) ≤ Real.cos (2 * π * k / N) := by
  have hpos : (0 : ℝ) < N := Nat.cast_pos.mpr (by omega)
  have ht : 0 < π / N := div_pos Real.pi_pos hpos
  have hπ : (N : ℝ) * (π / N) = π := by field_simp
  have hx : 2 * π * k / N = 2 * k * (π / N) := by ring
  rw [← Real.cos_pi_sub, hx]
  obtain ⟨m, hm⟩ := ho
  rcases Nat.lt_or_ge (2 * k) N with h | h
  · have h' : (2 * k + 1 : ℝ) ≤ N := by exact_mod_cast h
    have h'' := mul_le_mul_of_nonneg_right h' ht.le
    exact Real.cos_le_cos_of_nonneg_of_le_pi (by positivity) (by linarith) (by linarith)
  · -- reflect phases beyond π back into the interval from 0 to π
    have hn : N + 1 ≤ 2 * k := by omega
    have h' : (N + 1 : ℝ) ≤ 2 * k := by exact_mod_cast hn
    have h'' := mul_le_mul_of_nonneg_right h' ht.le
    have hk' : (k : ℝ) ≤ N := by exact_mod_cast hk.le
    have hk'' := mul_le_mul_of_nonneg_right hk' ht.le
    rw [← Real.cos_two_pi_sub (2 * k * (π / N))]
    exact Real.cos_le_cos_of_nonneg_of_le_pi (by linarith) (by linarith) (by linarith)
```

Put \(t=\pi/N\), so that \(-\cos t=\cos(\pi-t)\) and the allowed phases are \(2kt\). If \(2k<N\), then \(2kt\le\pi-t\), and the cosine decreases on \([0,\pi]\). Otherwise oddness gives \(2k\ge N+1\), and the reflected phase \(2\pi-2kt\) lies between 0 and \(\pi-t\).

```lean
/-- For `J > 0` a ring with an odd number of sites has lowest energy `w - 2J cos (π/N)`. -/
theorem isLeast_odd (N : ℕ) [NeZero N] (ho : Odd N) (w J : ℝ) (hJ : 0 < J) :
    IsLeast (energies N w J) (w - 2 * J * Real.cos (π / N)) := by
  constructor
  · obtain ⟨m, hm⟩ := ho
    have hr : (N : ℝ) = 2 * m + 1 := by exact_mod_cast hm
    have h0 : (N : ℝ) ≠ 0 := Nat.cast_ne_zero.mpr (by omega)
    have hc : 2 * π * m / N = π - π / N := by
      rw [eq_sub_iff_add_eq, ← add_div, div_eq_iff h0, hr]
      ring
    refine (mem_energies_iff N w J _).mpr ⟨m, by omega, ?_⟩
    rw [hc, Real.cos_pi_sub]
    ring
  · intro E hE
    obtain ⟨k, hk, rfl⟩ := (mem_energies_iff N w J E).mp hE
    nlinarith [mul_le_mul_of_nonneg_left (neg_cos_le N k ho hk) hJ.le]
```

For \(N=2m+1\), \(k=m\) gives phase \(\pi-\pi/N\) and energy \(w-2J\cos(\pi/N)\). The preceding lemma supplies the lower bound.

## The error of odd rings

```lean
/-- For `J > 0` the finite-size error of an odd ring is positive. -/
theorem finiteSizeError_pos (N : ℕ) [NeZero N] (ho : Odd N) (w J : ℝ) (hJ : 0 < J) :
    0 < finiteSizeError N w J := by
  rw [finiteSizeError, (isLeast_odd N ho w J hJ).csInf_eq]
  have h1 : (1 : ℝ) ≤ N := by exact_mod_cast NeZero.pos N
  have hlt : Real.cos (π / N) < Real.cos 0 :=
    Real.cos_lt_cos_of_nonneg_of_le_pi le_rfl (div_le_self Real.pi_pos.le h1)
      (div_pos Real.pi_pos (by linarith))
  rw [Real.cos_zero] at hlt
  nlinarith [mul_pos hJ (sub_pos.mpr hlt)]
```

`csInf_eq` replaces the infimum by the minimum just found, so

\[\Delta_N=2J\,[1-\cos(\pi/N)].\]

This is positive because \(0<\pi/N\le\pi\).

```lean
/-- For `J > 0`, along the odd rings `N = 2m + 1`, `N²` times the finite-size error tends to
`π² J`. -/
theorem tendsto_sq_mul_finiteSizeError (w J : ℝ) (hJ : 0 < J) :
    Tendsto (fun m : ℕ => ((2 * m + 1 : ℕ) : ℝ) ^ 2 * finiteSizeError (2 * m + 1) w J)
      atTop (𝓝 (π ^ 2 * J)) := by
  -- the half-angle formula expresses the scaled error through sinc
  have key : ∀ x : ℝ, 0 < x → x ^ 2 * (2 * J * (1 - Real.cos (π / x))) =
      π ^ 2 * J * Real.sinc (π / 2 / x) ^ 2 := by
    intro x hx
    have hne : π / 2 / x ≠ 0 := (div_pos (div_pos Real.pi_pos two_pos) hx).ne'
    have hc : Real.cos (π / x) = 1 - 2 * Real.sin (π / 2 / x) ^ 2 := by
      have h := Real.cos_two_mul (π / 2 / x)
      have h2 := Real.sin_sq_add_cos_sq (π / 2 / x)
      have e : 2 * (π / 2 / x) = π / x := by ring
      rw [e] at h
      linear_combination h + 2 * h2
    rw [Real.sinc_of_ne_zero hne, hc]
    generalize Real.sin (π / 2 / x) = s
    have hπ : π ≠ 0 := Real.pi_ne_zero
    field_simp
    ring
  have hN : Tendsto (fun m : ℕ => ((2 * m + 1 : ℕ) : ℝ)) atTop atTop :=
    tendsto_natCast_atTop_atTop.comp
      (tendsto_atTop_mono (fun m => by simp only [id]; omega) tendsto_id)
  have h0 := hN.const_div_atTop (π / 2)
  have hs := (((Real.continuous_sinc.tendsto 0).comp h0).pow 2).const_mul (π ^ 2 * J)
  rw [Real.sinc_zero, one_pow, mul_one] at hs
  refine hs.congr fun m => ?_
  have hk := key ((2 * m + 1 : ℕ) : ℝ) (Nat.cast_pos.mpr (by omega))
  rw [finiteSizeError, (isLeast_odd (2 * m + 1) ⟨m, rfl⟩ w J hJ).csInf_eq]
  refine hk.symm.trans ?_
  ring

end

end ExcitonRing
```

The odd sizes are written \(N=2m+1\), with \(m\to\infty\). Let \(y=\pi/(2N)\) and \(\operatorname{sinc}y=\sin y/y\), with \(\operatorname{sinc}0=1\). The half-angle formula gives

\[N^2\Delta_N=4JN^2\sin^2y=\pi^2J\operatorname{sinc}^2y\to\pi^2J,\]

by continuity of sinc. `key` is the identity, with `x` standing for \(N\); `Tendsto` expresses the limit.

The factor is easily got wrong: allowed phases are spaced by \(2\pi/N\), but on an odd ring those nearest \(\pi\) are only half a spacing from it. Using the full spacing makes the limit four times too large.

In this one-exciton, nearest-neighbour model with \(J>0\), the lowest energy of an even ring is thus already the band bottom of the infinite chain, and only odd rings leave an error to extrapolate.

```lean
#print axioms ExcitonRing.isLeast_even
-- 'ExcitonRing.isLeast_even' depends on axioms: [propext, Classical.choice, Quot.sound]
#print axioms ExcitonRing.isLeast_odd
-- 'ExcitonRing.isLeast_odd' depends on axioms: [propext, Classical.choice, Quot.sound]
#print axioms ExcitonRing.finiteSizeError_pos
-- 'ExcitonRing.finiteSizeError_pos' depends on axioms: [propext, Classical.choice, Quot.sound]
#print axioms ExcitonRing.tendsto_sq_mul_finiteSizeError
-- 'ExcitonRing.tendsto_sq_mul_finiteSizeError' depends on axioms: [propext, Classical.choice, Quot.sound]
```
